# Overlap with a determinant is stationary under real orbital rotations exactly when the singles vanish

An N-electron wavefunction is represented here by the overlaps it has with determinants. It is a function ψ that takes N real orbitals φ_i, with i = 0, …, N−1, and returns the number ψ(φ), the overlap with their determinant. This function is linear in each orbital and changes sign when two are exchanged. In Lean it is a continuous alternating map, `E [⋀^Fin N]→L[ℝ] ℝ`, where `E` is a real inner product space of spin orbitals, for instance ℝⁿ. Complex orbitals are not covered, and ψ need not be normalised.

```lean
import Mathlib

open scoped InnerProductSpace

namespace BruecknerCondition

noncomputable section

variable {E : Type*} [NormedAddCommGroup E] [InnerProductSpace ℝ E] {N : ℕ}
```

Replacing φ_i by a vector a gives a functional that is linear in a:

S_i(a) = ψ(φ with φ_i replaced by a)

```lean
/-- The coefficient of `ψ` on the determinant in which orbital `φ i` is replaced by `a`,
as a linear functional of `a`. -/
def singles (ψ : E [⋀^Fin N]→L[ℝ] ℝ) (φ : Fin N → E) (i : Fin N) : E →ₗ[ℝ] ℝ where
  toFun a := ψ (Function.update φ i a)
  map_add' a b := ψ.map_update_add φ i a b
  map_smul' c a := ψ.map_update_smul φ i c a
```

## Only virtual orbitals are substituted

The Brueckner condition says that S_i(a) = 0 for every i and every a orthogonal to all occupied orbitals. Without that orthogonality, a = φ_i would be allowed, and S_i(φ_i) = ψ(φ) would force the reference overlap itself to vanish.

```lean
/-- The Brueckner condition: every singles coefficient, with an orbital replaced by a vector
orthogonal to all occupied orbitals, is zero. -/
def IsBrueckner (ψ : E [⋀^Fin N]→L[ℝ] ℝ) (φ : Fin N → E) : Prop :=
  ∀ (i : Fin N) (a : E), (∀ j, ⟪φ j, a⟫_ℝ = 0) → singles ψ φ i a = 0
```

For a fixed ψ with nonzero reference overlap, this is the condition T₁ = 0 in the exact exponential expansion. Truncated Brueckner coupled cluster re-solves approximate amplitudes as the orbitals change, which a fixed ψ does not describe.

## Generators are antisymmetric

An orbital rotation exp(xK) preserves inner products when ⟨Kv, w⟩ = −⟨v, Kw⟩. By hand, this enters through the diagonal: ⟨φ_i, Kφ_i⟩ = −⟨φ_i, Kφ_i⟩, so it is zero. If K were arbitrary, K = 1 would rescale the orbitals and give the derivative Nψ(φ), so stationarity would fail whenever N ≥ 1 and ψ(φ) ≠ 0.

```lean
/-- An antisymmetric operator, the generator of an orbital rotation. -/
def IsAntisymmetric (K : E →L[ℝ] E) : Prop :=
  ∀ v w, ⟪K v, w⟫_ℝ = -⟪v, K w⟫_ℝ

/-- The overlap of `ψ` with the determinant of the orbitals rotated by `exp (x K)`. -/
def rotatedOverlap (ψ : E [⋀^Fin N]→L[ℝ] ℝ) (φ : Fin N → E) (K : E →L[ℝ] E) (x : ℝ) : ℝ :=
  ψ (fun i => NormedSpace.exp (x • K) (φ i))
```

The rotation that mixes two orbitals u and a has the generator

Kv = ⟨u, v⟩a − ⟨a, v⟩u

and it is antisymmetric because

⟨Kv, w⟩ = ⟨u, v⟩⟨a, w⟩ − ⟨a, v⟩⟨u, w⟩ = −⟨v, Kw⟩.

```lean
/-- The generator `v ↦ ⟨u, v⟩ a - ⟨a, v⟩ u`, which mixes the orbitals `u` and `a`. -/
def excitation (u a : E) : E →L[ℝ] E :=
  (innerSL ℝ u).smulRight a - (innerSL ℝ a).smulRight u
```

The Lean proof expands both inner products and finishes with `ring`.

```lean
/-- The generator mixing two orbitals is antisymmetric. -/
theorem excitation_antisymmetric (u a : E) : IsAntisymmetric (excitation u a) := by
  intro v w
  have h : ∀ z, excitation u a z = ⟪u, z⟫_ℝ • a - ⟪a, z⟫_ℝ • u := fun z => by
    simp [excitation]
  rw [h v, h w]
  simp only [inner_sub_left, inner_sub_right, real_inner_smul_left, real_inner_smul_right]
  rw [real_inner_comm a v, real_inner_comm u v]
  ring
```

## The orbital space is complete

`CompleteSpace E` makes `E` a Hilbert space, which is automatic in finite dimension. It ensures that the exponential series of a bounded K converges; in an incomplete space it may not. At x = 0 each orbital moves with velocity Kφ_i, and the product rule gives

d/dx ψ(exp(xK)φ) at x = 0 = Σ_i S_i(Kφ_i).

In the proof, `h1` is the velocity of the orbitals and `h2` is the chain rule for the multilinear form.

```lean
/-- The first-order change of the overlap under an orbital rotation is the sum over the
orbitals of `ψ` with `φ i` replaced by `K (φ i)`. -/
theorem hasDerivAt_rotatedOverlap [CompleteSpace E] (ψ : E [⋀^Fin N]→L[ℝ] ℝ)
    (φ : Fin N → E) (K : E →L[ℝ] E) :
    HasDerivAt (rotatedOverlap ψ φ K) (∑ i, singles ψ φ i (K (φ i))) 0 := by
  -- each orbital moves with velocity `K (φ i)`
  have h1 : HasDerivAt (fun x : ℝ => fun i => NormedSpace.exp (x • K) (φ i))
      (fun i => K (φ i)) 0 := by
    refine hasDerivAt_pi.2 fun i => ?_
    have h := (hasDerivAt_exp_smul_const K (0 : ℝ)).clm_apply (hasDerivAt_const (0 : ℝ) (φ i))
    simpa using h
  have h3 : (fun i => NormedSpace.exp ((0 : ℝ) • K) (φ i)) = φ := by
    funext i
    simp
  -- product rule for the multilinear form
  have h2 := (ψ.toContinuousMultilinearMap.hasFDerivAt
    (fun i => NormedSpace.exp ((0 : ℝ) • K) (φ i))).comp_hasDerivAt (0 : ℝ) h1
  refine HasDerivAt.congr_deriv h2 ?_
  rw [h3, ContinuousMultilinearMap.linearDeriv_apply]
  rfl
```

## Occupied orbitals are orthonormal

Take u = φ_i and a virtual a in the mixing generator. Orthonormality gives Kφ_i = a and Kφ_j = 0 for j ≠ i, so the sum reduces to S_i(a). Stationarity under this one rotation therefore removes one singles coefficient. In Lean, `Finset.sum_eq_single i` keeps the surviving term.

```lean
/-- For orthonormal occupied orbitals, mixing `φ i` with a virtual orbital `a` changes the overlap,
to first order, by the singles coefficient for `φ i → a`. -/
theorem hasDerivAt_excitation [CompleteSpace E] (ψ : E [⋀^Fin N]→L[ℝ] ℝ) {φ : Fin N → E}
    (hφ : Orthonormal ℝ φ) (i : Fin N) {a : E} (ha : ∀ j, ⟪φ j, a⟫_ℝ = 0) :
    HasDerivAt (rotatedOverlap ψ φ (excitation (φ i) a)) (singles ψ φ i a) 0 := by
  have ha' : ∀ j, ⟪a, φ j⟫_ℝ = 0 := fun j => by rw [real_inner_comm]; exact ha j
  refine (hasDerivAt_rotatedOverlap ψ φ (excitation (φ i) a)).congr_deriv ?_
  rw [Finset.sum_eq_single i]
  · have h : excitation (φ i) a (φ i) = a := by
      simp [excitation, ha', hφ.1 i]
    rw [h]
  · intro j _ hji
    have hij : ⟪φ i, φ j⟫_ℝ = 0 := hφ.2 (Ne.symm hji)
    have h : excitation (φ i) a (φ j) = 0 := by
      simp [excitation, ha', hij]
    rw [h, map_zero]
  · simp
```

The equivalence can fail for linearly dependent orbitals. In ℝ² with basis e₀, e₁, take ψ = det and φ₀ = φ₁ = e₀. The overlap is zero throughout every rotation, yet S_0(e₁) = det(e₁, e₀) = −1.

## The wavefunction is alternating

The converse has to handle an arbitrary antisymmetric K. Split the velocity into occupied and virtual parts:

Kφ_i = Σ_j ⟨φ_j, Kφ_i⟩φ_j + a_i, with a_i orthogonal to every φ_j.

The Brueckner condition gives S_i(a_i) = 0. For j ≠ i, S_i(φ_j) = 0 by the Pauli principle, since φ_j then appears twice. The term j = i has coefficient zero because K is antisymmetric. Hence S_i(Kφ_i) = 0 for every i. The lemma below makes this split for any v orthogonal to φ_i; `h1` treats the virtual part and `h2` the occupied part.

```lean
/-- For orthonormal orbitals satisfying the Brueckner condition, replacing `φ i` by any vector
orthogonal to `φ i` itself gives a vanishing coefficient. -/
theorem IsBrueckner.singles_eq_zero {ψ : E [⋀^Fin N]→L[ℝ] ℝ} {φ : Fin N → E}
    (hB : IsBrueckner ψ φ) (hφ : Orthonormal ℝ φ) (i : Fin N) {v : E}
    (hv : ⟪φ i, v⟫_ℝ = 0) : singles ψ φ i v = 0 := by
  -- the virtual part of `v` contributes nothing by the Brueckner condition
  have h1 : singles ψ φ i (v - ∑ j, ⟪φ j, v⟫_ℝ • φ j) = 0 := by
    refine hB i _ fun k => ?_
    rw [inner_sub_right, hφ.inner_right_fintype (fun j => ⟪φ j, v⟫_ℝ) k, sub_self]
  -- the occupied part contributes nothing by the Pauli principle
  have h2 : singles ψ φ i (∑ j, ⟪φ j, v⟫_ℝ • φ j) = 0 := by
    rw [map_sum]
    refine Finset.sum_eq_zero fun j _ => ?_
    rw [map_smul]
    by_cases hj : j = i
    · rw [hj, hv, zero_smul]
    · have h : singles ψ φ i (φ j) = 0 :=
        ψ.map_eq_zero_of_eq (Function.update φ i (φ j)) (i := i) (j := j)
          (by simp [Function.update_of_ne hj]) (Ne.symm hj)
      rw [h, smul_zero]
  rw [map_sub, h2, sub_zero] at h1
  exact h1
```

For a form that is not alternating, the occupied part can survive. With ψ(u, v) = ⟨e₀, u⟩⟨e₀, v⟩ on ℝ² and φ = (e₀, e₁), there are no nonzero virtual vectors, but the rotation with Ke₀ = e₁ and Ke₁ = −e₀ has derivative −1.

The main theorem joins the two directions. In `HasDerivAt (rotatedOverlap ψ φ K) 0 0`, the first zero is the derivative and the second is the point x = 0. The forward direction uses uniqueness of derivatives; the reverse shows that every term of the sum is zero.

```lean
/-- The overlap with a determinant of orthonormal orbitals is stationary under all orbital
rotations if and only if all singles coefficients vanish. -/
theorem stationary_iff_isBrueckner [CompleteSpace E] (ψ : E [⋀^Fin N]→L[ℝ] ℝ)
    {φ : Fin N → E} (hφ : Orthonormal ℝ φ) :
    (∀ K : E →L[ℝ] E, IsAntisymmetric K → HasDerivAt (rotatedOverlap ψ φ K) 0 0) ↔
      IsBrueckner ψ φ := by
  constructor
  · intro h i a ha
    exact (hasDerivAt_excitation ψ hφ i ha).unique (h _ (excitation_antisymmetric _ _))
  · intro hB K hK
    refine (hasDerivAt_rotatedOverlap ψ φ K).congr_deriv ?_
    refine Finset.sum_eq_zero fun i _ => hB.singles_eq_zero hφ i ?_
    -- an antisymmetric operator has zero diagonal
    have h := hK (φ i) (φ i)
    have h' := real_inner_comm (φ i) (K (φ i))
    linarith
```

For N = 1, in a Hilbert space, ψ(v) = ⟨c, v⟩ for some vector c, and the condition says that c is a multiple of φ₀.

The same split yields a neighbouring result, argued here by hand like the counterexamples in this note: if an antisymmetric K maps the occupied orbitals into their own span, the overlap is stationary for every ψ, Brueckner or not.

## Maximal overlap is sufficient

Suppose that no orthonormal set has a larger absolute overlap than φ. Let b be a virtual unit vector, and put A = ψ(φ) and B = S_i(b). If B ≠ 0, set r = √(A² + B²) and rotate φ_i to

w = (A/r)φ_i + (B/r)b.

Then ‖w‖² = (A² + B²)/r² = 1, and w is orthogonal to the other orbitals, so the new set is orthonormal. Its overlap is

S_i(w) = (A² + B²)/r = r > |A|,

which contradicts maximality. The first lemma below supplies the orthonormality; in the second, `hval` computes the overlap, and scaling extends the result from unit vectors to every virtual a.

```lean
/-- Replacing one orbital of an orthonormal set by a unit vector orthogonal to the others
leaves the set orthonormal. -/
theorem orthonormal_update {φ : Fin N → E} (hφ : Orthonormal ℝ φ) (i : Fin N) {w : E}
    (hw : ‖w‖ = 1) (hp : ∀ j, j ≠ i → ⟪φ j, w⟫_ℝ = 0) :
    Orthonormal ℝ (Function.update φ i w) := by
  constructor
  · intro j
    by_cases hj : j = i
    · rw [hj, Function.update_self, hw]
    · rw [Function.update_of_ne hj, hφ.1 j]
  · intro j k hjk
    change ⟪Function.update φ i w j, Function.update φ i w k⟫_ℝ = 0
    by_cases hj : j = i
    · have hk : k ≠ i := fun h => hjk (hj.trans h.symm)
      rw [hj, Function.update_self, Function.update_of_ne hk, real_inner_comm]
      exact hp k hk
    · rw [Function.update_of_ne hj]
      by_cases hk : k = i
      · rw [hk, Function.update_self]
        exact hp j hj
      · rw [Function.update_of_ne hk]
        exact hφ.2 hjk

/-- Orthonormal orbitals whose determinant has the largest absolute overlap with `ψ` satisfy
the Brueckner condition. -/
theorem isBrueckner_of_maximal_overlap {ψ : E [⋀^Fin N]→L[ℝ] ℝ} {φ : Fin N → E}
    (hφ : Orthonormal ℝ φ) (hmax : ∀ χ : Fin N → E, Orthonormal ℝ χ → |ψ χ| ≤ |ψ φ|) :
    IsBrueckner ψ φ := by
  intro i a ha
  have key : ∀ b : E, (∀ j, ⟪φ j, b⟫_ℝ = 0) → ‖b‖ = 1 → singles ψ φ i b = 0 := by
    intro b hb hb1
    by_contra hB
    have hA : singles ψ φ i (φ i) = ψ φ := by
      change ψ (Function.update φ i (φ i)) = ψ φ
      rw [Function.update_eq_self]
    set A := ψ φ
    set B := singles ψ φ i b
    have hBpos : 0 < B ^ 2 := by positivity
    have hpos : 0 < A ^ 2 + B ^ 2 := by positivity
    obtain ⟨r, hr, hr2⟩ : ∃ r : ℝ, 0 < r ∧ r ^ 2 = A ^ 2 + B ^ 2 :=
      ⟨√(A ^ 2 + B ^ 2), Real.sqrt_pos.2 hpos, Real.sq_sqrt hpos.le⟩
    -- rotate `φ i` towards `b` by the angle that gives overlap `r`
    have hw2 : ‖(A / r) • φ i + (B / r) • b‖ ^ 2 = 1 := by
      have hb' : ⟪b, φ i⟫_ℝ = 0 := by rw [real_inner_comm]; exact hb i
      rw [← real_inner_self_eq_norm_sq]
      simp only [inner_add_left, inner_add_right, real_inner_smul_left, real_inner_smul_right]
      simp only [real_inner_self_eq_norm_sq, hb i, hb', hφ.1 i, hb1]
      field_simp
      linarith
    have hw : ‖(A / r) • φ i + (B / r) • b‖ = 1 :=
      (sq_eq_sq₀ (norm_nonneg _) zero_le_one).1 (by rw [hw2, one_pow])
    have hχ := orthonormal_update hφ i hw fun j hj => by
      have hji : ⟪φ j, φ i⟫_ℝ = 0 := hφ.2 hj
      simp only [inner_add_right, real_inner_smul_right, hji, hb j, mul_zero, add_zero]
    have hval : singles ψ φ i ((A / r) • φ i + (B / r) • b) = r := by
      rw [map_add, map_smul, map_smul, hA, smul_eq_mul, smul_eq_mul]
      change A / r * A + B / r * B = r
      field_simp
      linarith
    have hle : |singles ψ φ i ((A / r) • φ i + (B / r) • b)| ≤ |A| := hmax _ hχ
    rw [hval] at hle
    have := sq_le_sq.2 hle
    linarith
  by_cases h0 : a = 0
  · rw [h0, map_zero]
  · have hn : ‖a‖ ≠ 0 := norm_ne_zero_iff.2 h0
    have h := key (‖a‖⁻¹ • a) (fun j => by rw [real_inner_smul_right, ha j, mul_zero])
      (by rw [norm_smul, norm_inv, norm_norm, inv_mul_cancel₀ hn])
    rw [map_smul, smul_eq_mul] at h
    exact (mul_eq_zero.1 h).resolve_left (inv_ne_zero hn)
```

Maximality is not necessary. In ℝ⁴, let ψ have overlap 1 with (e₀, e₁), overlap 2 with (e₂, e₃), and zero with the other basis pairs. Then (e₀, e₁) satisfies the Brueckner condition without being maximal.

## The space is finite and ψ is nonzero

These hypotheses describe a finite orbital basis and an actual state. If ψ vanished on all determinants of basis orbitals, it would be zero; so some orthonormal set has nonzero overlap. Orthonormal sets form a closed and bounded, hence compact, set in finite dimension, and the continuous function |ψ| attains its maximum there. The maximiser has nonzero overlap and satisfies the Brueckner condition by the previous theorem. In Lean, `hcl` and `hcpt` give closedness and compactness, and `exists_isMaxOn` supplies the maximiser.

```lean
/-- In a finite orbital space every nonzero `ψ` has orthonormal Brueckner orbitals whose
determinant has nonzero overlap with `ψ`, the largest in absolute value. -/
theorem exists_brueckner_orbitals [FiniteDimensional ℝ E] (ψ : E [⋀^Fin N]→L[ℝ] ℝ)
    (hψ : ψ ≠ 0) :
    ∃ φ : Fin N → E, Orthonormal ℝ φ ∧ IsBrueckner ψ φ ∧ ψ φ ≠ 0 ∧
      ∀ χ : Fin N → E, Orthonormal ℝ χ → |ψ χ| ≤ |ψ φ| := by
  -- some determinant of basis orbitals overlaps with `ψ`
  obtain ⟨φ₀, h₀, hne⟩ : ∃ φ : Fin N → E, Orthonormal ℝ φ ∧ ψ φ ≠ 0 := by
    by_contra! hall
    apply hψ
    have hb : ψ.toAlternatingMap = 0 :=
      (stdOrthonormalBasis ℝ E).toBasis.ext_alternating fun v hv => by
        have h := hall _ ((stdOrthonormalBasis ℝ E).orthonormal.comp v hv)
        rw [OrthonormalBasis.coe_toBasis]
        exact h
    exact ContinuousAlternatingMap.ext fun v => DFunLike.congr_fun hb v
  -- the orthonormal frames form a compact set
  have hcl : IsClosed {φ : Fin N → E | Orthonormal ℝ φ} := by
    simp only [orthonormal_iff_ite, Set.ofPred_forall]
    refine isClosed_iInter fun i => isClosed_iInter fun j => isClosed_eq ?_ continuous_const
    fun_prop
  have hcpt : IsCompact {φ : Fin N → E | Orthonormal ℝ φ} := by
    refine (isCompact_closedBall (0 : Fin N → E) 1).of_isClosed_subset hcl fun φ hφ => ?_
    rw [mem_closedBall_zero_iff]
    exact (pi_norm_le_iff_of_nonneg zero_le_one).2 fun i => (hφ.1 i).le
  have hc : Continuous (fun φ : Fin N → E => ψ φ) := ψ.toContinuousMultilinearMap.cont
  obtain ⟨φ, hφ, hm⟩ := hcpt.exists_isMaxOn ⟨φ₀, h₀⟩ hc.abs.continuousOn
  have hmax : ∀ χ : Fin N → E, Orthonormal ℝ χ → |ψ χ| ≤ |ψ φ| := fun χ hχ => hm hχ
  exact ⟨φ, hφ, isBrueckner_of_maximal_overlap hφ hmax,
    abs_pos.1 ((abs_pos.2 hne).trans_le (hmax φ₀ h₀)), hmax⟩

end

end BruecknerCondition
```

With ψ = 0 no overlap could be nonzero. In infinite dimension a bounded form may have no maximiser: pair the basis orbitals and give the k-th pair overlap 1 − 1/k, for k = 1, 2, …, with all other basis overlaps zero. The supremum 1 is never reached. The squares of these overlaps have an infinite sum, so this form is not a normalisable electronic state; it only shows what can fail for bounded forms.

```lean
#print axioms BruecknerCondition.stationary_iff_isBrueckner
#print axioms BruecknerCondition.exists_brueckner_orbitals
```

```
'BruecknerCondition.stationary_iff_isBrueckner' depends on axioms: [propext, Classical.choice, Quot.sound]
'BruecknerCondition.exists_brueckner_orbitals' depends on axioms: [propext, Classical.choice, Quot.sound]
```
